# On three or more symmetric strains, a nonzero cubic term shifts the slope of the least-squares quadratic but not its curvature

A strain x is one real number, the amplitude in a Lagrangian strain tensor xη with η fixed, and the sampled strains form a finite set S, a `Finset ℝ`. Its points are therefore distinct, and each counts once in the fit.

```lean
import Mathlib

open Finset

namespace EnergyStrainFit

noncomputable section
```

The energy per reference volume is

E(x) = a + bx + cx² + dx³.

Here b = σ:η is the residual stress tensor σ at x = 0 contracted with η; it is called the residual stress below. The second derivative at x = 0, which is 2c, is the elastic constant for this strain, in general a linear combination of the components of the elastic tensor, and d measures the cubic anharmonicity.

```lean
/-- The energy at strain `x`, with a cubic anharmonic term of strength `d`. -/
def cubicEnergy (a b c d x : ℝ) : ℝ := a + b * x + c * x ^ 2 + d * x ^ 3
```

The fitted model is p + qx + rx², so r is to be compared with c, and 2r with the elastic constant.

```lean
/-- The quadratic fitting model with constant `p`, slope `q` and curvature coefficient `r`. -/
def quadModel (p q r x : ℝ) : ℝ := p + q * x + r * x ^ 2
```

The misfit F(p, q, r) is the sum of squared residuals over S.

```lean
/-- The sum of squared residuals between the energies `E` and a quadratic on the strain set. -/
def misfit (S : Finset ℝ) (E : ℝ → ℝ) (p q r : ℝ) : ℝ :=
  ∑ x ∈ S, (E x - quadModel p q r x) ^ 2
```

A best fit is a global minimizer of F over all three coefficients.

```lean
/-- A least-squares quadratic: no other choice of the three coefficients has a smaller misfit. -/
def IsBestFit (S : Finset ℝ) (E : ℝ → ℝ) (p q r : ℝ) : Prop :=
  ∀ p' q' r', misfit S E p q r ≤ misfit S E p' q' r'
```

The moments are Mₖ = ∑ xᵏ, summed over S.

```lean
/-- The `k`-th moment of the strain set, the sum of `x ^ k` over its points. -/
def moment (S : Finset ℝ) (k : ℕ) : ℝ := ∑ x ∈ S, x ^ k
```

S is called symmetric if −x lies in S whenever x does; this is the hypothesis `hS`. The data are noise-free and unweighted, and the energy has no terms beyond the cubic.

## (a) Odd moments

Show that for symmetric S and odd k

Mₖ = 0.

**Solution.** The map x ↦ −x permutes S, so Mₖ = ∑ (−x)ᵏ = −Mₖ, and hence Mₖ = 0. In Lean, `Finset.sum_nbij'` reindexes the sum, with negation as its own inverse.

```lean
/-- The odd moments of a strain set symmetric about zero vanish. -/
theorem moment_odd {S : Finset ℝ} (hS : ∀ x ∈ S, -x ∈ S) {k : ℕ} (hk : Odd k) :
    moment S k = 0 := by
  have h : ∑ x ∈ S, x ^ k = ∑ x ∈ S, (-x) ^ k :=
    Finset.sum_nbij' (fun x => -x) (fun x => -x) hS hS (by simp) (by simp) (by simp)
  simp only [hk.neg_pow, Finset.sum_neg_distrib] at h
  unfold moment
  linarith
```

## (b) Even moments

Show that if S has at least two points and k is even, then

Mₖ > 0.

**Solution.** Of two distinct points at least one is nonzero. It contributes a positive term, and no term is negative. `Finset.sum_pos'` takes these two facts as its arguments.

```lean
/-- The even moments of a strain set with at least two points are positive. -/
theorem moment_even_pos {S : Finset ℝ} (hc : 1 < S.card) {k : ℕ} (hk : Even k) :
    0 < moment S k := by
  obtain ⟨x, hx, hx0⟩ := Finset.exists_mem_ne hc 0
  exact Finset.sum_pos' (fun y _ => hk.pow_nonneg y) ⟨x, hx, hk.pow_pos hx0⟩
```

## (c) Quadratics with three zeros

Let u + vx + wx² vanish at every point of a set with at least three points. Show that

u = v = w = 0.

**Solution.** Take distinct zeros x, y, z. Subtracting the equations in pairs gives

(x − y)(v + w(x + y)) = 0,

(x − z)(v + w(x + z)) = 0.

Cancel the nonzero differences and subtract again: w(y − z) = 0. So w = 0, then v = 0, then u = 0. Each cancellation is a `mul_left_cancel₀`.

```lean
/-- A quadratic that vanishes on at least three strains has all coefficients zero. -/
theorem quadModel_eq_zero {S : Finset ℝ} (hc : 3 ≤ S.card) {u v w : ℝ}
    (h : ∀ x ∈ S, quadModel u v w x = 0) : u = 0 ∧ v = 0 ∧ w = 0 := by
  obtain ⟨x, y, z, hx, hy, hz, hxy, hxz, hyz⟩ := Finset.two_lt_card_iff.1 hc
  have ex := h x hx
  have ey := h y hy
  have ez := h z hz
  unfold quadModel at ex ey ez
  -- divided differences remove first the constant, then the slope
  have e1 : v + w * (x + y) = 0 :=
    mul_left_cancel₀ (sub_ne_zero.2 hxy) (by linear_combination ex - ey)
  have e2 : v + w * (x + z) = 0 :=
    mul_left_cancel₀ (sub_ne_zero.2 hxz) (by linear_combination ex - ez)
  have hw : w = 0 :=
    mul_left_cancel₀ (sub_ne_zero.2 hyz) (by linear_combination e1 - e2)
  subst hw
  have hv : v = 0 := by linarith
  subst hv
  exact ⟨by linarith, rfl, rfl⟩
```

## (d) From a split misfit to a unique minimizer

Let S have at least three points, and suppose that for all p, q, r

F(p, q, r) = C + ∑ ((p − p₀) + (q − q₀)x + (r − r₀)x²)².

Show that (p, q, r) is a best fit if and only if

p = p₀, q = q₀, r = r₀.

**Solution.** At (p₀, q₀, r₀) the misfit is C, and it is nowhere smaller, so this triple is a best fit. Conversely, any best fit has misfit at most C, so its sum of squares is zero. Every term then vanishes, and (c) makes the three coefficient differences zero. The two directions are the two branches after `constructor`, in the opposite order.

```lean
/-- If the misfit is a constant plus the summed square of the deviation from one quadratic, and
there are at least three strains, then that quadratic is the unique best fit. -/
theorem isBestFit_iff_of_split {S : Finset ℝ} (hc : 3 ≤ S.card) {E : ℝ → ℝ} {C p₀ q₀ r₀ : ℝ}
    (hs : ∀ p q r, misfit S E p q r =
      C + ∑ x ∈ S, (quadModel (p - p₀) (q - q₀) (r - r₀) x) ^ 2) (p q r : ℝ) :
    IsBestFit S E p q r ↔ p = p₀ ∧ q = q₀ ∧ r = r₀ := by
  have h0 : misfit S E p₀ q₀ r₀ = C := by
    rw [hs]
    simp [quadModel]
  constructor
  · intro h
    have h1 := h p₀ q₀ r₀
    rw [h0, hs] at h1
    have hz : ∑ x ∈ S, (quadModel (p - p₀) (q - q₀) (r - r₀) x) ^ 2 = 0 :=
      le_antisymm (by linarith) (Finset.sum_nonneg fun x _ => sq_nonneg _)
    have hv : ∀ x ∈ S, quadModel (p - p₀) (q - q₀) (r - r₀) x = 0 := fun x hx =>
      (pow_eq_zero_iff two_ne_zero).1
        ((Finset.sum_eq_zero_iff_of_nonneg (fun x _ => sq_nonneg _)).1 hz x hx)
    obtain ⟨h2, h3, h4⟩ := quadModel_eq_zero hc hv
    exact ⟨by linarith, by linarith, by linarith⟩
  · rintro ⟨hp, hq, hr⟩ p' q' r'
    rw [hp, hq, hr, h0, hs]
    exact le_add_of_nonneg_right (Finset.sum_nonneg fun x _ => sq_nonneg _)
```

## (e) The best fit on a symmetric set

Let S be symmetric with at least three points. Show that (p, q, r) is a best fit to E if and only if

p = a, q = b + d·M₄/M₂, r = c.

**Solution.** Write k for the ratio M₄/M₂, and set u = p − a, v = q − (b + dk), w = r − c. The residual at x is

d(x³ − kx) − (u + vx + wx²).

Squaring and summing gives

F = d²(M₆ − 2kM₄ + k²M₂) + ∑ (u + vx + wx²)² − 2d[u(M₃ − kM₁) + v(M₄ − kM₂) + w(M₅ − kM₃)].

By (a), M₁ = M₃ = M₅ = 0. By (b), M₂ ≠ 0, so kM₂ = M₄. The bracket vanishes, leaving

F = d²(M₆ − kM₄) + ∑ (u + vx + wx²)².

Now (d) applies. The expansion is `key` in the code.

```lean
/-- On a symmetric strain set with at least three points, the unique least-squares quadratic for
a cubic energy has the exact constant `a` and curvature coefficient `c`, while its slope is
`b + d (∑ x⁴) / (∑ x²)`. -/
theorem isBestFit_cubic_iff {S : Finset ℝ} (hS : ∀ x ∈ S, -x ∈ S) (hc : 3 ≤ S.card)
    (a b c d p q r : ℝ) :
    IsBestFit S (cubicEnergy a b c d) p q r ↔
      p = a ∧ q = b + d * (moment S 4 / moment S 2) ∧ r = c := by
  have hk : moment S 4 / moment S 2 * moment S 2 = moment S 4 :=
    div_mul_cancel₀ _ (moment_even_pos (by omega) (by decide)).ne'
  generalize moment S 4 / moment S 2 = k at hk ⊢
  refine isBestFit_iff_of_split hc (C := d ^ 2 * (moment S 6 - k * moment S 4)) ?_ p q r
  intro p q r
  -- expand the squared residual in moments of the strain set
  have key : misfit S (cubicEnergy a b c d) p q r =
      d ^ 2 * (moment S 6 - 2 * k * moment S 4 + k ^ 2 * moment S 2)
      + ∑ x ∈ S, (quadModel (p - a) (q - (b + d * k)) (r - c) x) ^ 2
      - 2 * d * ((p - a) * (moment S 3 - k * moment S 1)
        + (q - (b + d * k)) * (moment S 4 - k * moment S 2)
        + (r - c) * (moment S 5 - k * moment S 3)) := by
    simp only [misfit, moment, Finset.mul_sum, ← Finset.sum_add_distrib,
      ← Finset.sum_sub_distrib]
    refine Finset.sum_congr rfl fun x _ => ?_
    unfold cubicEnergy quadModel
    ring
  -- the cross terms vanish by symmetry and by the choice of the slope
  rw [key, moment_odd hS (k := 1) (by decide), moment_odd hS (k := 3) (by decide),
    moment_odd hS (k := 5) (by decide)]
  linear_combination (d ^ 2 * k + 2 * d * (q - (b + d * k))) * hk
```

The last line of the proof uses `linear_combination`. Given a multiplier e and an equation A = B, this tactic proves L = R by checking that L − R − e(A − B) is identically zero, a task for `ring`. Here `generalize` has already replaced the quotient by a variable `k` about which only `hk`, that is kM₂ = M₄, is known. The two sides of the goal differ by

(d²k + 2dv)(kM₂ − M₄),

and the first factor is the multiplier supplied.

For elastic constants from energy-strain data, this means that in a one-parameter, noise-free cubic model symmetric sampling keeps the anharmonic term out of the fitted constant, but not out of the fitted residual stress.

## (f) When the slope is right

For a best fit under the hypotheses of (e), show that

q = b if and only if d = 0.

**Solution.** By (e), q − b = d·M₄/M₂, and the ratio is positive by (b).

```lean
/-- On a symmetric strain set with at least three points, the fitted slope is the true slope
exactly when the cubic term is absent. -/
theorem slope_exact_iff {S : Finset ℝ} (hS : ∀ x ∈ S, -x ∈ S) (hc : 3 ≤ S.card)
    {a b c d p q r : ℝ} (h : IsBestFit S (cubicEnergy a b c d) p q r) : q = b ↔ d = 0 := by
  obtain ⟨-, hq, -⟩ := (isBestFit_cubic_iff hS hc a b c d p q r).1 h
  have hpos : 0 < moment S 4 / moment S 2 :=
    div_pos (moment_even_pos (by omega) (by decide)) (moment_even_pos (by omega) (by decide))
  rw [hq, add_eq_left, mul_eq_zero, or_iff_left hpos.ne']
```

## (g) A bound on the slope error

Suppose in addition that |x| ≤ h for every x in S. Show that

|q − b| ≤ |d|h².

**Solution.** Since x² ≤ h², each point satisfies x⁴ ≤ h²x². Summing gives M₄ ≤ h²M₂, so M₄/M₂ ≤ h². Multiply by |d|. `Finset.sum_le_sum` does the summation, and `nlinarith` the pointwise inequality.

```lean
/-- On a symmetric strain set with at least three points, all of magnitude at most `h`, the error
of the fitted slope is at most `|d| h²`. -/
theorem slope_error_le {S : Finset ℝ} (hS : ∀ x ∈ S, -x ∈ S) (hc : 3 ≤ S.card)
    {a b c d p q r h : ℝ} (hh : ∀ x ∈ S, |x| ≤ h)
    (hfit : IsBestFit S (cubicEnergy a b c d) p q r) : |q - b| ≤ |d| * h ^ 2 := by
  obtain ⟨-, hq, -⟩ := (isBestFit_cubic_iff hS hc a b c d p q r).1 hfit
  have h2 : 0 < moment S 2 := moment_even_pos (by omega) (by decide)
  have h4 : 0 < moment S 4 := moment_even_pos (by omega) (by decide)
  have hle : moment S 4 / moment S 2 ≤ h ^ 2 := by
    rw [div_le_iff₀ h2]
    unfold moment
    rw [Finset.mul_sum]
    refine Finset.sum_le_sum fun x hx => ?_
    have hx2 : x ^ 2 ≤ h ^ 2 := sq_le_sq' (abs_le.1 (hh x hx)).1 (abs_le.1 (hh x hx)).2
    nlinarith [mul_le_mul_of_nonneg_right hx2 (sq_nonneg x)]
  rw [hq, add_sub_cancel_left, abs_mul, abs_of_pos (div_pos h4 h2)]
  exact mul_le_mul_of_nonneg_left hle (abs_nonneg d)
```

As an illustration, take the strains −0.02, −0.01, 0, 0.01, 0.02 with b = 0.1, c = 50 and d = −500, all in GPa. Then

M₂ = 2(0.0001 + 0.0004) = 0.001,

M₄ = 2(10⁻⁸ + 16·10⁻⁸) = 3.4·10⁻⁷,

so M₄/M₂ = 3.4·10⁻⁴. The fitted slope is 0.1 − 0.17 = −0.07 GPa, which has the wrong sign, while the elastic constant 2r = 100 GPa is exact. The bound allows an error of 0.2 GPa.

## (h) The three-point stencil

For S = {−h, 0, h} with h ≠ 0, show that the unique best fit has

p = a, q = b + dh², r = c.

**Solution.** The set is symmetric with three distinct points, M₄ = 2h⁴ and M₂ = 2h². Insert the ratio h² in (e). Most of the code establishes distinctness and evaluates the moments.

```lean
/-- For the three strains `-h, 0, h` with `h ≠ 0`, the unique best fit has constant `a`,
slope `b + d h²` and curvature coefficient `c`. -/
theorem isBestFit_three_point {h : ℝ} (hh : h ≠ 0) (a b c d p q r : ℝ) :
    IsBestFit {-h, 0, h} (cubicEnergy a b c d) p q r ↔
      p = a ∧ q = b + d * h ^ 2 ∧ r = c := by
  have h1 : -h ≠ 0 := neg_ne_zero.2 hh
  have h2 : -h ≠ h := fun e => hh (by linarith)
  have n1 : -h ∉ ({0, h} : Finset ℝ) := by
    simp only [Finset.mem_insert, Finset.mem_singleton, not_or]
    exact ⟨h1, h2⟩
  have n2 : (0 : ℝ) ∉ ({h} : Finset ℝ) := by
    rw [Finset.mem_singleton]
    exact hh.symm
  have hm : ∀ k, moment {-h, 0, h} k = (-h) ^ k + ((0 : ℝ) ^ k + h ^ k) := fun k => by
    rw [moment, Finset.sum_insert n1, Finset.sum_insert n2, Finset.sum_singleton]
  have hS : ∀ x ∈ ({-h, 0, h} : Finset ℝ), -x ∈ ({-h, 0, h} : Finset ℝ) := by
    intro x hx
    simp only [Finset.mem_insert, Finset.mem_singleton] at hx ⊢
    rcases hx with e | e | e <;> simp [e]
  have hc : ({-h, 0, h} : Finset ℝ).card = 3 :=
    Finset.card_eq_three.2 ⟨_, _, _, h1, h2, hh.symm, rfl⟩
  have hr : moment {-h, 0, h} 4 / moment {-h, 0, h} 2 = h ^ 2 := by
    have hp : 0 < h ^ 2 := by positivity
    have hne : (-h) ^ 2 + ((0 : ℝ) ^ 2 + h ^ 2) ≠ 0 := by
      intro e
      nlinarith
    rw [hm, hm, div_eq_iff hne]
    ring
  rw [isBestFit_cubic_iff hS hc.ge, hr]
```

## (i) A one-sided grid

For S = {0, h, 2h} with h ≠ 0, show that the unique best fit has

p = a, q = b − 2h²d, r = c + 3hd.

**Solution.** On these points x(x − h)(x − 2h) = 0, that is,

x³ = 3hx² − 2h²x.

There E equals the quadratic a + (b − 2h²d)x + (c + 3hd)x², so the misfit splits as in (d) with C = 0. The code proves the identity for x³ as `cube`, point by point.

For d ≠ 0 the fitted elastic constant is off by 6hd, so having three distinct strains does not by itself protect the curvature.

```lean
/-- For the one-sided strains `0, h, 2h` with `h ≠ 0`, the unique best fit has curvature
coefficient `c + 3 h d` and slope `b - 2 h² d`. -/
theorem isBestFit_one_sided {h : ℝ} (hh : h ≠ 0) (a b c d p q r : ℝ) :
    IsBestFit {0, h, 2 * h} (cubicEnergy a b c d) p q r ↔
      p = a ∧ q = b - 2 * h ^ 2 * d ∧ r = c + 3 * h * d := by
  have hc : ({0, h, 2 * h} : Finset ℝ).card = 3 :=
    Finset.card_eq_three.2 ⟨_, _, _, hh.symm, fun e => hh (by linarith),
      fun e => hh (by linarith), rfl⟩
  refine isBestFit_iff_of_split hc.ge (C := 0) ?_ p q r
  intro p q r
  rw [zero_add, misfit]
  refine Finset.sum_congr rfl fun x hx => ?_
  -- on these three points the cubic coincides with a quadratic
  have cube : x ^ 3 = 3 * h * x ^ 2 - 2 * h ^ 2 * x := by
    simp only [Finset.mem_insert, Finset.mem_singleton] at hx
    rcases hx with e | e | e <;> rw [e] <;> ring
  unfold cubicEnergy quadModel
  rw [cube]
  ring

end

end EnergyStrainFit
```

```lean
#print axioms EnergyStrainFit.isBestFit_cubic_iff
#print axioms EnergyStrainFit.slope_exact_iff
#print axioms EnergyStrainFit.isBestFit_three_point
#print axioms EnergyStrainFit.isBestFit_one_sided
```

```
'EnergyStrainFit.isBestFit_cubic_iff' depends on axioms: [propext, Classical.choice, Quot.sound]
'EnergyStrainFit.slope_exact_iff' depends on axioms: [propext, Classical.choice, Quot.sound]
'EnergyStrainFit.isBestFit_three_point' depends on axioms: [propext, Classical.choice, Quot.sound]
'EnergyStrainFit.isBestFit_one_sided' depends on axioms: [propext, Classical.choice, Quot.sound]
```
